# An attractive, summable pair energy scales with the supercell, and one image per site pair gives too high an energy

A crystal described by a supercell should have the same dispersion energy per primitive cell as the primitive cell itself. In its simplest form a DFT-D correction is a sum over atom pairs, and each atom of the supercell has infinitely many periodic images. Does the sum pass this consistency check, and what happens if each pair keeps only one image, as in the minimum-image convention?

Take one atom per primitive cell, on the lattice Z^d.

```lean
import Mathlib

open Function

namespace DispersionSupercell

noncomputable section

variable {d N : ℕ}
```

The supercell has N sites along each axis. Sites a and b have components from 0 to N − 1, and L in Z^d labels a periodic image. The vector from a to image L of b is b − a + N L, in lattice coordinates.

```lean
/-- Lattice vector from site `a` of the supercell to the periodic image `L` of site `b`. -/
def separation (a b : Fin d → Fin N) (L : Fin d → ℤ) : Fin d → ℤ :=
  fun i => ((b i : ℕ) : ℤ) - ((a i : ℕ) : ℤ) + (N : ℤ) * L i
```

The function f(n) is the pair energy at lattice vector n. The cell energy E_cell is half its lattice sum, since each pair is shared by two atoms.

```lean
/-- Energy per primitive cell: half the lattice sum of the pair energy `f`. -/
def cellEnergy (f : (Fin d → ℤ) → ℝ) : ℝ := (1 / 2) * ∑' n, f n
```

The supercell energy E_super runs over ordered site pairs, including a = b, because an atom interacts with its own images.

```lean
/-- Energy of the `N^d` supercell: half the sum over ordered site pairs and all images. -/
def supercellEnergy (N : ℕ) (f : (Fin d → ℤ) → ℝ) : ℝ :=
  (1 / 2) * ∑ a : Fin d → Fin N, ∑ b : Fin d → Fin N, ∑' L, f (separation a b L)
```

The truncated energy E_S keeps a finite image set S(a, b) for each ordered pair.

```lean
/-- Supercell energy when the ordered pair `a, b` keeps only the finite image set `S a b`. -/
def truncatedEnergy (f : (Fin d → ℤ) → ℝ)
    (S : (Fin d → Fin N) → (Fin d → Fin N) → Finset (Fin d → ℤ)) : ℝ :=
  (1 / 2) * ∑ a, ∑ b, ∑ L ∈ S a b, f (separation a b L)
```

Three conditions on f enter below. Summability means that the lattice sum converges absolutely, f(0) = 0 removes the interaction of an atom with itself, and f < 0 elsewhere means that every pair lowers the energy, which is the sense of "attractive" here; the force may still be repulsive at some distances. A crystal with several atoms per primitive cell would need a pair function for each pair of atoms, a step not taken here.

## (a) Every lattice vector is reached once

Fix a. Show that each n in Z^d has exactly one pair (b, L) with

b − a + N L = n.

**Solution.** In each component, n_i + a_i = b_i + N L_i with 0 ≤ b_i < N. Division by N fixes b_i as the remainder and L_i as the quotient. The code compares remainders for uniqueness and supplies remainder and quotient for existence.

```lean
/-- Seen from a fixed site, the images of all supercell sites cover each lattice vector
exactly once. -/
theorem separation_bijective (a : Fin d → Fin N) :
    Bijective (fun p : (Fin d → Fin N) × (Fin d → ℤ) => separation a p.1 p.2) := by
  constructor
  · rintro ⟨b, L⟩ ⟨b', L'⟩ h
    have key : ∀ i, b i = b' i ∧ L i = L' i := by
      intro i
      have hi := congrFun h i
      simp only [separation] at hi
      have hb := (b i).isLt
      have hb' := (b' i).isLt
      have hN : (0 : ℤ) < N := by omega
      have e : ((b i : ℕ) : ℤ) + (N : ℤ) * L i = ((b' i : ℕ) : ℤ) + (N : ℤ) * L' i := by
        linarith
      -- the remainder modulo N identifies the site
      have hmod := congrArg (· % (N : ℤ)) e
      simp only [Int.add_mul_emod_self_left] at hmod
      have m : ((b i : ℕ) : ℤ) % (N : ℤ) = ((b i : ℕ) : ℤ) :=
        Int.emod_eq_of_lt (by omega) (by omega)
      have m' : ((b' i : ℕ) : ℤ) % (N : ℤ) = ((b' i : ℕ) : ℤ) :=
        Int.emod_eq_of_lt (by omega) (by omega)
      rw [m, m'] at hmod
      have hL : (N : ℤ) * L i = (N : ℤ) * L' i := by linarith
      exact ⟨Fin.ext (by exact_mod_cast hmod), mul_left_cancel₀ hN.ne' hL⟩
    exact Prod.ext (funext fun i => (key i).1) (funext fun i => (key i).2)
  · intro n
    have hN : ∀ i : Fin d, (0 : ℤ) < N := fun i => by
      have := (a i).isLt
      omega
    have h0 : ∀ i, 0 ≤ (n i + ((a i : ℕ) : ℤ)) % (N : ℤ) :=
      fun i => Int.emod_nonneg _ (hN i).ne'
    -- remainder and quotient give the site and its image
    refine ⟨(fun i => ⟨((n i + ((a i : ℕ) : ℤ)) % (N : ℤ)).toNat,
      (Int.toNat_lt (h0 i)).2 (Int.emod_lt_of_pos _ (hN i))⟩,
      fun i => (n i + ((a i : ℕ) : ℤ)) / (N : ℤ)), ?_⟩
    funext i
    simp only [separation]
    rw [Int.toNat_of_nonneg (h0 i), Int.emod_def]
    ring
```

## (b) What one site sees

For summable f, show that

Σ_b Σ_L f(b − a + N L) = Σ_n f(n).

**Solution.** Absolute convergence lets the double sum be read as one sum over pairs (b, L) (`tsum_prod`). By (a), this is a relabelled sum over n (`Equiv.ofBijective`).

```lean
/-- For a summable pair energy, each supercell site interacts with all images of all sites
by exactly the full lattice sum. -/
theorem site_sum {f : (Fin d → ℤ) → ℝ} (hf : Summable f) (a : Fin d → Fin N) :
    ∑ b : Fin d → Fin N, ∑' L, f (separation a b L) = ∑' n, f n := by
  have hs : Summable (fun p : (Fin d → Fin N) × (Fin d → ℤ) => f (separation a p.1 p.2)) :=
    hf.comp_injective (separation_bijective a).1
  calc ∑ b : Fin d → Fin N, ∑' L, f (separation a b L)
      = ∑' b : Fin d → Fin N, ∑' L, f (separation a b L) := (tsum_fintype _).symm
    _ = ∑' p : (Fin d → Fin N) × (Fin d → ℤ), f (separation a p.1 p.2) := hs.tsum_prod.symm
    _ = ∑' n, f n := (Equiv.ofBijective _ (separation_bijective a)).tsum_eq f
```

## (c) The supercell energy

For summable f, show that

E_super = N^d E_cell.

**Solution.** By (b), each of the N^d sites contributes ½ Σ_n f(n) = E_cell.

```lean
/-- For a summable pair energy, the supercell energy is `N^d` times the primitive-cell
energy. -/
theorem supercellEnergy_eq {f : (Fin d → ℤ) → ℝ} (hf : Summable f) :
    supercellEnergy N f = (N : ℝ) ^ d * cellEnergy f := by
  have hc : Fintype.card (Fin d → Fin N) = N ^ d := by simp
  unfold supercellEnergy cellEnergy
  rw [Finset.sum_congr rfl (fun a _ => site_sum hf a), Finset.sum_const, Finset.card_univ,
    nsmul_eq_mul, hc]
  push_cast
  ring
```

## (d) Truncating one pair

Let d ≥ 1, with f summable, zero at the origin and negative elsewhere. For any finite S, show that

Σ_L f(b − a + N L) < Σ_{L∈S} f(b − a + N L).

**Solution.** Infinitely many images lie outside S. Different images have different separations, so of any two omitted images at least one, K, has nonzero separation. No term is positive, hence

Σ_L f(b − a + N L) ≤ Σ_{L∈S} f(b − a + N L) + f(b − a + N K),

and the last term is negative. The code applies this bound to −f, with the omitted image (there called L) inserted into S.

```lean
/-- In dimension at least one, let `f` be summable, zero at the origin and negative elsewhere.
For each site pair, any finite set of images gives a strictly higher energy than all images. -/
theorem pair_truncation (hd : 0 < d) {f : (Fin d → ℤ) → ℝ} (hf : Summable f)
    (h0 : f 0 = 0) (hneg : ∀ n, n ≠ 0 → f n < 0) (a b : Fin d → Fin N)
    (S : Finset (Fin d → ℤ)) :
    ∑' L, f (separation a b L) < ∑ L ∈ S, f (separation a b L) := by
  have inj : Injective (separation a b) := fun L L' h =>
    (Prod.ext_iff.1 ((separation_bijective a).1 (a₁ := (b, L)) (a₂ := (b, L')) h)).2
  have hinf : Infinite (Fin d → ℤ) :=
    Infinite.of_injective (fun k : ℤ => fun _ : Fin d => k)
      (fun x y h => congrFun h ⟨0, hd⟩)
  -- of two omitted images, at least one lies away from the origin
  obtain ⟨L, hL, hL0⟩ : ∃ L, L ∉ S ∧ separation a b L ≠ 0 := by
    obtain ⟨L₁, h₁⟩ := Infinite.exists_notMem_finset S
    obtain ⟨L₂, h₂⟩ := Infinite.exists_notMem_finset (insert L₁ S)
    rw [Finset.mem_insert, not_or] at h₂
    by_cases h : separation a b L₁ = 0
    · exact ⟨L₂, h₂.2, fun h' => h₂.1 (inj (h'.trans h.symm))⟩
    · exact ⟨L₁, h₁, h⟩
  have hle : ∀ n, f n ≤ 0 := fun n => by
    by_cases h : n = 0
    · rw [h, h0]
    · exact (hneg n h).le
  have hs : Summable (fun L => f (separation a b L)) := hf.comp_injective inj
  have h : ∑ K ∈ insert L S, -f (separation a b K) ≤ ∑' K, -f (separation a b K) :=
    hs.neg.sum_le_tsum _ (fun K _ => neg_nonneg.2 (hle _))
  rw [tsum_neg, Finset.sum_neg_distrib, Finset.sum_insert hL] at h
  linarith [hneg _ hL0]
```

## (e) Truncating all pairs

Under the same conditions and N ≥ 1, show that

E_super < E_S.

**Solution.** Sum (d) over all ordered pairs, of which there is at least one, and multiply by ½.

```lean
/-- Let `d, N ≥ 1` and let `f` be summable, zero at the origin and negative elsewhere. Keeping
finitely many images per ordered site pair gives an energy strictly above the full one. -/
theorem supercell_lt_truncated (hd : 0 < d) (hN : 0 < N) {f : (Fin d → ℤ) → ℝ}
    (hf : Summable f) (h0 : f 0 = 0) (hneg : ∀ n, n ≠ 0 → f n < 0)
    (S : (Fin d → Fin N) → (Fin d → Fin N) → Finset (Fin d → ℤ)) :
    supercellEnergy N f < truncatedEnergy f S := by
  have hne : (Finset.univ : Finset (Fin d → Fin N)).Nonempty :=
    ⟨fun _ => ⟨0, hN⟩, Finset.mem_univ _⟩
  unfold supercellEnergy truncatedEnergy
  refine mul_lt_mul_of_pos_left ?_ (by norm_num)
  exact Finset.sum_lt_sum_of_nonempty hne fun a _ =>
    Finset.sum_lt_sum_of_nonempty hne fun b _ => pair_truncation hd hf h0 hneg a b (S a b)
```

## (f) One image per pair

Let m(a, b) be any choice of one image per ordered pair, and E_m the resulting energy. Under the conditions of (e), show that

E_super = N^d E_cell and E_super < E_m.

**Solution.** The equality is (c). The inequality is (e) with S(a, b) = {m(a, b)}.

```lean
/-- Let `d, N ≥ 1` and let `f` be summable, zero at the origin and negative elsewhere. The
supercell energy is `N^d` times the primitive-cell energy, and keeping one image `m a b` per
ordered site pair gives a strictly higher energy, whatever the choice of `m`. -/
theorem supercell_and_single_image (hd : 0 < d) (hN : 0 < N) {f : (Fin d → ℤ) → ℝ}
    (hf : Summable f) (h0 : f 0 = 0) (hneg : ∀ n, n ≠ 0 → f n < 0) :
    supercellEnergy N f = (N : ℝ) ^ d * cellEnergy f ∧
      ∀ m : (Fin d → Fin N) → (Fin d → Fin N) → (Fin d → ℤ),
        supercellEnergy N f < truncatedEnergy f (fun a b => {m a b}) :=
  ⟨supercellEnergy_eq hf, fun _ => supercell_lt_truncated hd hN hf h0 hneg _⟩
```

## Two sites on a line, and a single site

Take d = 1, N = 2 and f(n) = −2^(−|n|) for n ≠ 0, with f(0) = 0. The lattice sum is −2, so E_cell = −1. A site gets −2/3 from its own images (even n) and −4/3 from the other site's (odd n), so

E_super = ½ · 2 · (−2) = −2 = 2 E_cell.

With nearest images only, the self pairs give 0 and the two cross pairs −1/2 each, so E_m = −1/2.

For N = 1 the only site pairs with itself. Keeping L = 0 gives zero energy, and the whole attraction is lost.

## Damped dispersion on the simple cubic lattice

Now let d = 3, with lengths in units of the lattice constant and s(n) = n_0² + n_1² + n_2².

```lean
/-- Squared length of a simple cubic lattice vector, in units of the lattice constant. -/
def distSq (n : Fin 3 → ℤ) : ℝ := ∑ i, (n i : ℝ) ^ 2
```

The pair energy is u(n) = −D(r) C / r⁶ with r = √s(n), and u(0) = 0. The constant C > 0 sets the strength of the attraction; the factor D (`damp`) weakens it at short range, where the density functional already describes part of the correlation.

```lean
/-- Damped dispersion energy `-damp(r) C / r^6` at a nonzero cubic lattice vector, and zero at
the origin. -/
def dampedDispersion (C : ℝ) (damp : ℝ → ℝ) (n : Fin 3 → ℤ) : ℝ :=
  if n = 0 then 0 else -(damp (√(distSq n)) * C / distSq n ^ 3)
```

## (g) Bounds on the length

Show that

n_i² ≤ s(n), and s(n) ≥ 1 for n ≠ 0.

**Solution.** The other squares are nonnegative. A nonzero n has a nonzero integer component, whose square is at least 1.

```lean
/-- Each squared component is at most the squared length, and a nonzero cubic lattice vector has
squared length at least one. -/
theorem distSq_bounds (n : Fin 3 → ℤ) :
    (∀ i, (n i : ℝ) ^ 2 ≤ distSq n) ∧ (n ≠ 0 → 1 ≤ distSq n) := by
  have hc : ∀ i, (n i : ℝ) ^ 2 ≤ distSq n := fun i =>
    Finset.single_le_sum (f := fun i => (n i : ℝ) ^ 2) (fun j _ => sq_nonneg _)
      (Finset.mem_univ i)
  refine ⟨hc, fun h => ?_⟩
  obtain ⟨i, hi⟩ := Function.ne_iff.1 h
  have hi' : n i ≠ 0 := hi
  have h1 : 0 < n i ^ 2 := by positivity
  have h2 : 1 ≤ n i ^ 2 := by linarith
  have h3 : (1 : ℝ) ≤ (n i : ℝ) ^ 2 := by exact_mod_cast h2
  exact h3.trans (hc i)
```

## (h) Sign and convergence

Let 0 < D(r) ≤ 1 for r > 0. Show that

u(n) < 0 for n ≠ 0, and Σ_n |u(n)| < ∞.

**Solution.** D, C and s are positive, which gives the sign. Put g(k) = 1/k² for k ≠ 0 and g(0) = 1. By (g), 1/s(n) ≤ g(n_i) for each i when n ≠ 0, so

|u(n)| ≤ C / s(n)³ ≤ C g(n_0) g(n_1) g(n_2).

The right side sums to C (Σ_k g(k))³, which is finite. In the code g is 1/k² plus a term at k = 0, where Lean sets 1/0 = 0.

```lean
/-- For `C > 0` and a damping factor in `(0, 1]` at positive distances, the damped dispersion
energy is negative away from the origin and summable over the cubic lattice. -/
theorem dampedDispersion_neg_summable {C : ℝ} (hC : 0 < C) {damp : ℝ → ℝ}
    (hdamp : ∀ r, 0 < r → 0 < damp r ∧ damp r ≤ 1) :
    (∀ n, n ≠ 0 → dampedDispersion C damp n < 0) ∧ Summable (dampedDispersion C damp) := by
  have hneg : ∀ n, n ≠ 0 → dampedDispersion C damp n < 0 := by
    intro n h
    have hs : 0 < distSq n := lt_of_lt_of_le one_pos ((distSq_bounds n).2 h)
    have hp := (hdamp _ (Real.sqrt_pos.2 hs)).1
    rw [dampedDispersion, if_neg h]
    exact neg_neg_of_pos (div_pos (mul_pos hp hC) (pow_pos hs 3))
  refine ⟨hneg, ?_⟩
  -- a summable one-dimensional factor that dominates 1 / r^2
  obtain ⟨g, hg0, hg, hgb⟩ : ∃ g : ℤ → ℝ, (∀ k, 0 ≤ g k) ∧ Summable g ∧
      ∀ (k : ℤ) (s : ℝ), 1 ≤ s → (k : ℝ) ^ 2 ≤ s → 1 / s ≤ g k := by
    refine ⟨fun k => 1 / (k : ℝ) ^ 2 + if k = 0 then 1 else 0, fun k => ?_,
      (Real.summable_one_div_int_pow.2 (by norm_num)).add
        (hasSum_ite_eq (0 : ℤ) (1 : ℝ)).summable, fun k s h1 hk => ?_⟩
    · have : (0 : ℝ) ≤ if k = 0 then 1 else 0 := by split_ifs <;> norm_num
      exact add_nonneg (by positivity) this
    · by_cases h : k = 0
      · subst h
        simpa using inv_le_one_of_one_le₀ h1
      · have hk0 : (k : ℝ) ≠ 0 := Int.cast_ne_zero.2 h
        have hp : 0 < (k : ℝ) ^ 2 := by positivity
        simp only [h, if_false, add_zero]
        exact one_div_le_one_div_of_le hp hk
  have h2 := hg.mul_of_nonneg hg hg0 hg0
  have h3 := hg.mul_of_nonneg h2 hg0 (fun x => mul_nonneg (hg0 _) (hg0 _))
  have hinj : Injective (fun n : Fin 3 → ℤ => (n 0, n 1, n 2)) := by
    intro x y h
    simp only [Prod.mk.injEq] at h
    funext i
    fin_cases i
    exacts [h.1, h.2.1, h.2.2]
  have hprod : Summable (fun n : Fin 3 → ℤ => g (n 0) * (g (n 1) * g (n 2))) :=
    h3.comp_injective hinj
  have hsum : Summable (fun n => -dampedDispersion C damp n) := by
    refine Summable.of_nonneg_of_le (fun n => ?_) (fun n => ?_) (hprod.mul_left C)
    · by_cases h : n = 0
      · simp [dampedDispersion, h]
      · exact neg_nonneg.2 (hneg n h).le
    · by_cases h : n = 0
      · rw [dampedDispersion, if_pos h, neg_zero]
        exact mul_nonneg hC.le (mul_nonneg (hg0 _) (mul_nonneg (hg0 _) (hg0 _)))
      · obtain ⟨hc, h1⟩ := distSq_bounds n
        have hs : 0 < distSq n := lt_of_lt_of_le one_pos (h1 h)
        have hd1 := (hdamp _ (Real.sqrt_pos.2 hs)).2
        have hi : 0 ≤ 1 / distSq n := by positivity
        have hb : ∀ i, 1 / distSq n ≤ g (n i) := fun i => hgb _ _ (h1 h) (hc i)
        rw [dampedDispersion, if_neg h, neg_neg]
        calc damp (√(distSq n)) * C / distSq n ^ 3
            ≤ 1 * C / distSq n ^ 3 := by gcongr
          _ = C * (1 / distSq n * (1 / distSq n * (1 / distSq n))) := by ring
          _ ≤ C * (g (n 0) * (g (n 1) * g (n 2))) :=
            mul_le_mul_of_nonneg_left (mul_le_mul (hb 0)
              (mul_le_mul (hb 1) (hb 2) hi (hg0 _)) (mul_nonneg hi hi) (hg0 _)) hC.le
  simpa using hsum.neg
```

## (i) The r⁻⁶ pair term of DFT-D

For N ≥ 1 and u as in (h), show that

E_super = N³ E_cell and E_super < E_m for every m.

**Solution.** By (h), u meets the conditions of (f) with d = 3. For this pairwise r⁻⁶ term, with one atom per cubic cell, the full image sum therefore passes the consistency check, while one image per site pair gives an energy above N³ E_cell.

```lean
/-- For damped dispersion on the simple cubic lattice, with `C > 0`, damping factor in `(0, 1]`
at positive distances and `N ≥ 1`, the supercell energy is `N^3` times the cell energy and any
single-image energy is strictly higher. -/
theorem cubic_dispersion (hN : 0 < N) {C : ℝ} (hC : 0 < C) {damp : ℝ → ℝ}
    (hdamp : ∀ r, 0 < r → 0 < damp r ∧ damp r ≤ 1) :
    supercellEnergy N (dampedDispersion C damp) =
        (N : ℝ) ^ 3 * cellEnergy (dampedDispersion C damp) ∧
      ∀ m : (Fin 3 → Fin N) → (Fin 3 → Fin N) → (Fin 3 → ℤ),
        supercellEnergy N (dampedDispersion C damp) <
          truncatedEnergy (dampedDispersion C damp) (fun a b => {m a b}) := by
  obtain ⟨hneg, hsum⟩ := dampedDispersion_neg_summable hC hdamp
  exact supercell_and_single_image (by norm_num) hN hsum (by simp [dampedDispersion]) hneg

end

end DispersionSupercell
```

```lean
#print axioms DispersionSupercell.supercell_and_single_image
#print axioms DispersionSupercell.cubic_dispersion
```

```
'DispersionSupercell.supercell_and_single_image' depends on axioms: [propext, Classical.choice, Quot.sound]
'DispersionSupercell.cubic_dispersion' depends on axioms: [propext, Classical.choice, Quot.sound]
```
